# Bisection on the energy t² − 2t from the bracket (0, 4): the second midpoint meets the Wolfe conditions, the first does not

The model is a line search on the one-dimensional energy φ(t) = t² − 2t, with slope 2t − 2, starting from the bracket (0, 4). A step length is accepted if the energy has dropped by at least a quarter of what the initial slope predicts (Armijo) and the slope is at least half its initial, negative value (curvature). The theorem says that the first midpoint, t = 2, fails this pair of Wolfe conditions, and that the midpoint after one bisection step, t = 1, satisfies both. The attempt shows that Armijo fails at t = 2, uses this to compute the next bracket, and leaves the final inequalities to `norm_num`.

As first written in Lean, the proof fails:

```lean
import Mathlib

open Set

namespace WolfeBisection

noncomputable section

/-- Armijo condition at step length `t`: the energy `φ` has dropped by at least the
fraction `c₁` of the decrease predicted by the initial slope. -/
def Armijo (φ φ' : ℝ → ℝ) (c₁ t : ℝ) : Prop := φ t ≤ φ 0 + c₁ * t * φ' 0

/-- Curvature condition at step length `t`: the slope is at least `c₂` times the initial slope. -/
def Curvature (φ' : ℝ → ℝ) (c₂ t : ℝ) : Prop := c₂ * φ' 0 ≤ φ' t

/-- The two Wolfe conditions together. -/
def Wolfe (φ φ' : ℝ → ℝ) (c₁ c₂ t : ℝ) : Prop := Armijo φ φ' c₁ t ∧ Curvature φ' c₂ t

/-- Midpoint of a bracket. -/
def mid (p : ℝ × ℝ) : ℝ := (p.1 + p.2) / 2

open scoped Classical in
/-- One bisection step: a midpoint failing Armijo becomes the right end, one passing Armijo
but failing the curvature condition becomes the left end, and an accepted one changes nothing. -/
def step (φ φ' : ℝ → ℝ) (c₁ c₂ : ℝ) (p : ℝ × ℝ) : ℝ × ℝ :=
  if Armijo φ φ' c₁ (mid p) then
    (if Curvature φ' c₂ (mid p) then p else (mid p, p.2))
  else (p.1, mid p)

/-- The bracket after `n` bisection steps, starting from `(0, b)`. -/
def bracket (φ φ' : ℝ → ℝ) (c₁ c₂ b : ℝ) : ℕ → ℝ × ℝ
  | 0 => (0, b)
  | n + 1 => step φ φ' c₁ c₂ (bracket φ φ' c₁ c₂ b n)

/-- For `φ(t) = t² - 2t`, `c₁ = 1/4`, `c₂ = 1/2` and `b = 4`, the first midpoint is rejected
and the second satisfies both Wolfe conditions. -/
theorem quadratic_run :
    ¬ Wolfe (fun t => t ^ 2 - 2 * t) (fun t => 2 * t - 2) (1 / 4) (1 / 2)
        (mid (bracket (fun t => t ^ 2 - 2 * t) (fun t => 2 * t - 2) (1 / 4) (1 / 2) 4 0)) ∧
      Wolfe (fun t => t ^ 2 - 2 * t) (fun t => 2 * t - 2) (1 / 4) (1 / 2)
        (mid (bracket (fun t => t ^ 2 - 2 * t) (fun t => 2 * t - 2) (1 / 4) (1 / 2) 4 1)) := by
  have h0 : ¬ Armijo (fun t => t ^ 2 - 2 * t) (fun t => 2 * t - 2) (1 / 4) (mid (0, 4)) := by
    norm_num [Armijo, mid]
  have h1 : bracket (fun t => t ^ 2 - 2 * t) (fun t => 2 * t - 2) (1 / 4) (1 / 2) 4 1
      = (0, mid (0, 4)) := by
    simp only [bracket, step]
    rw [if_neg h0]
  refine ⟨fun h => h0 h.1, ?_⟩
  rw [h1]
  norm_num [Wolfe, Armijo, Curvature, mid]

end

end WolfeBisection
```

Messages:

```
Main.lean:47:8: error: Tactic `rewrite` failed: Did not find an occurrence of the pattern
  if Armijo (fun t => t ^ 2 - 2 * t) (fun t => 2 * t - 2) (1 / 4) (mid (0, 4)) then ?m.417 else ?m.418
in the target expression
  (if Armijo (fun t => t ^ 2 - 2 * t) (fun t => 2 * t - 2) (1 / 4) (mid (0, 4)) then
      if Curvature (fun t => 2 * t - 2) (1 / 2) (mid (0, 4)) then (0, 4) else (mid (0, 4), 4)
    else (0, mid (0, 4))) =
    (0, mid (0, 4))

h0 : ¬Armijo (fun t => t ^ 2 - 2 * t) (fun t => 2 * t - 2) (1 / 4) (mid (0, 4))
⊢ (if Armijo (fun t => t ^ 2 - 2 * t) (fun t => 2 * t - 2) (1 / 4) (mid (0, 4)) then
      if Curvature (fun t => 2 * t - 2) (1 / 2) (mid (0, 4)) then (0, 4) else (mid (0, 4), 4)
    else (0, mid (0, 4))) =
    (0, mid (0, 4))

Note: The target expression is not type-correct under the `implicit` transparency level, which may have triggered the failure. This is usually caused by unfolding of semireducible definitions in prior tactic steps. Use `set_option linter.tacticCheckInstances true` to investigate the source of the issue.
Full error:
  Application type mismatch: The argument
    Classical.propDecidable
      (Armijo (fun t => t ^ 2 - 2 * t) (fun t => 2 * t - 2) (1 / 4)
        (mid (bracket (fun t => t ^ 2 - 2 * t) (fun t => 2 * t - 2) (1 / 4) (1 / 2) 4 0)))
  has type
    Decidable
      (Armijo (fun t => t ^ 2 - 2 * t) (fun t => 2 * t - 2) (1 / 4)
        (mid (bracket (fun t => t ^ 2 - 2 * t) (fun t => 2 * t - 2) (1 / 4) (1 / 2) 4 0)))
  but is expected to have type
    Decidable (Armijo (fun t => t ^ 2 - 2 * t) (fun t => 2 * t - 2) (1 / 4) (mid (0, 4)))
  in the application
    @ite (ℝ × ℝ) (Armijo (fun t => t ^ 2 - 2 * t) (fun t => 2 * t - 2) (1 / 4) (mid (0, 4)))
      (Classical.propDecidable
        (Armijo (fun t => t ^ 2 - 2 * t) (fun t => 2 * t - 2) (1 / 4)
          (mid (bracket (fun t => t ^ 2 - 2 * t) (fun t => 2 * t - 2) (1 / 4) (1 / 2) 4 0))))
```

Diagnosis. The one error is at `rw [if_neg h0]`. The printed condition of the `if` agrees with `h0`, but an `if` also carries a hidden `Decidable` instance. After `simp only [bracket, step]`, the condition speaks of `mid (0, 4)`, while the instance, `Classical.propDecidable`, is still applied to the condition with `bracket … 4 0` in it. The two agree only once `bracket` is unfolded, which Lean does not do at the `implicit` transparency level named in the note. So the term is not type-correct at that level, and `rw` fails to match the pattern.

The repair first proves `hs`, about `step` applied directly to `(0, 4)`. There `unfold step` gives a condition and an instance that both mention `(0, 4)`, and `exact if_neg h0` picks the `else` branch. Then `exact hs` proves the statement about `bracket`, since `bracket … 4 1` is by definition `step` applied to `(0, 4)`. `bracket` is thus unfolded only in checking that the two statements agree, and no `if` is left to rewrite.

The mended proof, as a diff:

```diff
@@ -44,6 +44,9 @@
   have h1 : bracket (fun t => t ^ 2 - 2 * t) (fun t => 2 * t - 2) (1 / 4) (1 / 2) 4 1
       = (0, mid (0, 4)) := by
-    simp only [bracket, step]
-    rw [if_neg h0]
+    have hs : step (fun t => t ^ 2 - 2 * t) (fun t => 2 * t - 2) (1 / 4) (1 / 2) (0, 4)
+        = (0, mid (0, 4)) := by
+      unfold step
+      exact if_neg h0
+    exact hs
   refine ⟨fun h => h0 h.1, ?_⟩
   rw [h1]
```
